# For a Hermitian lattice Hamiltonian with a cubic on-site nonlinearity, the Crank-Nicolson step with averaged density conserves norm and energy

When a mean-field wavefunction is propagated on a lattice, a routine check is to print its norm and energy after every time step and look for drift. For the scheme below, with a time-independent Hermitian matrix, a cubic on-site nonlinearity of fixed real strength and finitely many sites, an exact solution of the implicit equation shows no drift at any nonzero step length. Drift seen in a run therefore comes from the iterative solver, from rounding or from a coding error. A flat energy curve does not show that the time step is small enough for an accurate trajectory.

## States, energy and the step equation

```lean
import Mathlib

open Matrix

namespace NonlinearCrankNicolson

noncomputable section

variable {n : Type*} [Fintype n]
```

The type `n` is the finite set of sites. A state is a function `n → ℂ`, one complex amplitude $\psi_j$ per site.

```lean
/-- The mean of the old and the new state, site by site. -/
def mean (u v : n → ℂ) : n → ℂ := fun j => (u j + v j) / 2
```

For an old state $u$ and a new state $v$, this is the mean $m_j=(u_j+v_j)/2$.

```lean
/-- The squared norm of a lattice state. -/
def population (ψ : n → ℂ) : ℝ := ∑ j, ‖ψ j‖ ^ 2
```

The squared norm is $N(\psi)=\sum_j|\psi_j|^2$. It need not equal 1, and no grid-volume factor is included.

```lean
/-- The energy of a lattice state: the real part of `⟨ψ, Hψ⟩` plus the quartic interaction energy of
strength `g`. -/
def energy (H : Matrix n n ℂ) (g : ℝ) (ψ : n → ℂ) : ℝ :=
  (star ψ ⬝ᵥ (H *ᵥ ψ)).re + g / 2 * ∑ j, ‖ψ j‖ ^ 4
```

The energy is
$$E(\psi)=\mathrm{Re}\,\langle\psi,H\psi\rangle+\frac g2\sum_j|\psi_j|^4,$$
where $H$ is the one-particle matrix and the real number $g$ is the strength of the on-site interaction. In Lean, `*ᵥ` applies a matrix to a vector and `⬝ᵥ` is the dot product without conjugation, so `star ψ` supplies the conjugate in the first slot.

```lean
/-- The nonlinear Crank-Nicolson equation for a step of length `τ` from `u` to `v`, in which
the nonlinear potential is built from the average of the old and new densities. -/
def IsStep (H : Matrix n n ℂ) (g τ : ℝ) (u v : n → ℂ) : Prop :=
  ∀ j, Complex.I * (v j - u j) / (τ : ℂ) =
    (H *ᵥ mean u v) j + (g : ℂ) * ((‖u j‖ ^ 2 + ‖v j‖ ^ 2 : ℝ) : ℂ) * mean u v j / 2
```

`IsStep` is a `Prop`, a statement about two given states. It says that at every site
$$\frac{i(v_j-u_j)}{\tau}=(Hm)_j+\frac g2\left(|u_j|^2+|v_j|^2\right)m_j .$$
This discretises $i\dot\psi_j=(H\psi)_j+g|\psi_j|^2\psi_j$ with $\hbar=1$ and step length $\tau$. Since $v$ also appears on the right, it has to be solved for; the definition does not claim that a solution exists or is unique.

```lean
/-- The implicit midpoint equation, in which the nonlinear potential is built from the density
of the mean state. -/
def IsMidpointStep (H : Matrix n n ℂ) (g τ : ℝ) (u v : n → ℂ) : Prop :=
  ∀ j, Complex.I * (v j - u j) / (τ : ℂ) =
    (H *ᵥ mean u v) j + (g : ℂ) * ((‖mean u v j‖ ^ 2 : ℝ) : ℂ) * mean u v j
```

The implicit midpoint equation differs only in its density: it uses $|m_j|^2$ in place of the average of $|u_j|^2$ and $|v_j|^2$.

## What Hermiticity contributes

```lean
/-- Exchanging the two states in a matrix element of a Hermitian `H` conjugates it. -/
theorem matrixElement_swap {H : Matrix n n ℂ} (hH : H.IsHermitian) (x y : n → ℂ) :
    star x ⬝ᵥ (H *ᵥ y) = star (star y ⬝ᵥ (H *ᵥ x)) := by
  simp only [dotProduct, mulVec, Finset.mul_sum, star_sum, star_mul', Pi.star_apply, star_star]
  rw [Finset.sum_comm]
  refine Finset.sum_congr rfl fun j _ => Finset.sum_congr rfl fun i _ => ?_
  rw [hH.apply i j]
  ring
```

For Hermitian $H$, $\langle x,Hy\rangle=\overline{\langle y,Hx\rangle}$. The proof writes both sides as double sums, exchanges the order of summation and uses $\overline{H_{ij}}=H_{ji}$.

```lean
/-- The expectation value of a Hermitian `H` has no imaginary part. -/
theorem expectation_im {H : Matrix n n ℂ} (hH : H.IsHermitian) (x : n → ℂ) :
    (star x ⬝ᵥ (H *ᵥ x)).im = 0 := by
  have h := congrArg Complex.im (matrixElement_swap hH x x)
  simp only [Complex.star_def, Complex.conj_im] at h
  linarith
```

Setting $y=x$ makes $\langle x,Hx\rangle$ equal to its own conjugate, so its imaginary part is zero. Taking the real part in `energy` therefore discards nothing when $H$ is Hermitian.

## The balance on one site

```lean
/-- Balance on one site with amplitudes `a` before and `b` after the step, real potential `r` and
matrix term `w`: the conjugated mean times `w` has imaginary part `τ⁻¹` times half the change of the
density, and the conjugated increment times `w` has real part `-r` times half that change. -/
theorem site_balance (a b w : ℂ) (τ r : ℝ)
    (h : Complex.I * (b - a) / (τ : ℂ) = w + (r : ℂ) * ((a + b) / 2)) :
    (star ((a + b) / 2) * w).im = τ⁻¹ * ((‖b‖ ^ 2 - ‖a‖ ^ 2) / 2) ∧
    (star (b - a) * w).re = -(r * (‖b‖ ^ 2 - ‖a‖ ^ 2) / 2) := by
  have hw : w = ((τ⁻¹ : ℝ) : ℂ) * (Complex.I * (b - a))
      - (r : ℂ) * (((1 / 2 : ℝ) : ℂ) * (a + b)) := by
    push_cast
    linear_combination -h
  have hm : (a + b) / 2 = ((1 / 2 : ℝ) : ℂ) * (a + b) := by
    push_cast
    ring
  rw [hm, hw]
  constructor <;>
  · simp only [Complex.sq_norm, Complex.normSq_apply, Complex.star_def, Complex.mul_re,
      Complex.mul_im, Complex.sub_re, Complex.sub_im, Complex.add_re, Complex.add_im,
      Complex.conj_re, Complex.conj_im, Complex.ofReal_re, Complex.ofReal_im,
      Complex.I_re, Complex.I_im]
    ring
```

Here $a$ and $b$ are the amplitudes on one site before and after the step, $w$ stands for $(Hm)_j$, and $r$ is the real nonlinear potential. Solving the step equation for $w$ gives
$$w=\frac{i(b-a)}{\tau}-r\,\frac{a+b}{2}.$$
Multiply by the conjugate of the mean and take the imaginary part. The potential term is real and drops out:
$$\mathrm{Im}\left[\overline{\tfrac{a+b}{2}}\,w\right]=\frac1\tau\,\mathrm{Re}\left[\overline{\tfrac{a+b}{2}}\,(b-a)\right]=\frac{|b|^2-|a|^2}{2\tau}.$$
Multiply instead by $\overline{b-a}$ and take the real part. Now $i|b-a|^2/\tau$ is imaginary and drops out:
$$\mathrm{Re}\left[\overline{(b-a)}\,w\right]=-r\,\frac{|b|^2-|a|^2}{2}.$$
In Lean, `linear_combination` solves for $w$, `simp` expands everything into real and imaginary parts, and `ring` checks the resulting polynomial identities.

```lean
/-- The real overlap of the increment `v - u` with `H` acting on the mean state is half the change
of the real part of `⟨ψ, Hψ⟩` from `ψ = u` to `ψ = v`. -/
theorem increment_overlap {H : Matrix n n ℂ} (hH : H.IsHermitian) (u v : n → ℂ) :
    (star (v - u) ⬝ᵥ (H *ᵥ mean u v)).re =
      ((star v ⬝ᵥ (H *ᵥ v)).re - (star u ⬝ᵥ (H *ᵥ u)).re) / 2 := by
  have hm : mean u v = ((1 / 2 : ℝ) : ℂ) • (u + v) := by
    ext j
    simp only [mean, Pi.smul_apply, Pi.add_apply, smul_eq_mul]
    push_cast
    ring
  have hs : star (v - u) ⬝ᵥ (H *ᵥ mean u v) = ((1 / 2 : ℝ) : ℂ) *
      (star v ⬝ᵥ (H *ᵥ u) + star v ⬝ᵥ (H *ᵥ v)
        - star u ⬝ᵥ (H *ᵥ u) - star u ⬝ᵥ (H *ᵥ v)) := by
    rw [hm, mulVec_smul, dotProduct_smul, mulVec_add, star_sub, sub_dotProduct,
      dotProduct_add, dotProduct_add, smul_eq_mul]
    ring
  -- the two cross terms have the same real part
  have hc := congrArg Complex.re (matrixElement_swap hH v u)
  simp only [Complex.star_def, Complex.conj_re] at hc
  rw [hs, Complex.re_ofReal_mul]
  simp only [Complex.sub_re, Complex.add_re]
  linarith
```

Expanding the overlap of the increment with $Hm$ gives
$$\langle v-u,Hm\rangle=\tfrac12\big(\langle v,Hv\rangle-\langle u,Hu\rangle+\langle v,Hu\rangle-\langle u,Hv\rangle\big).$$
The last two terms are a number minus its conjugate, which is purely imaginary. The real part is thus half the change of $\langle\psi,H\psi\rangle$ from $\psi=u$ to $\psi=v$. In the proof, `hs` is the expansion and `hc` says that the cross terms have equal real parts.

## Conservation in one step and along a trajectory

```lean
/-- A nonlinear Crank-Nicolson step with Hermitian `H` and nonzero time step conserves both
the squared norm and the energy. -/
theorem step_conserves {H : Matrix n n ℂ} (hH : H.IsHermitian) {g τ : ℝ} (hτ : τ ≠ 0)
    {u v : n → ℂ} (h : IsStep H g τ u v) :
    population v = population u ∧ energy H g v = energy H g u := by
  have site := fun j => site_balance (u j) (v j) ((H *ᵥ mean u v) j) τ
    (g * (‖u j‖ ^ 2 + ‖v j‖ ^ 2) / 2) (by
      have hj := h j
      simp only [mean] at hj ⊢
      push_cast at hj ⊢
      linear_combination hj)
  constructor
  · -- project on the mean state and take the imaginary part
    have h0 : (star (mean u v) ⬝ᵥ (H *ᵥ mean u v)).im =
        τ⁻¹ * ((population v - population u) / 2) := by
      simp only [dotProduct, Complex.im_sum, population]
      rw [← Finset.sum_sub_distrib, Finset.sum_div, Finset.mul_sum]
      exact Finset.sum_congr rfl fun j _ => (site j).1
    rw [expectation_im hH] at h0
    rcases mul_eq_zero.mp h0.symm with h1 | h1
    · exact absurd h1 (inv_ne_zero hτ)
    · linarith
  · -- project on the increment and take the real part
    have h0 : (star (v - u) ⬝ᵥ (H *ᵥ mean u v)).re =
        -(g / 4) * (∑ j, ‖v j‖ ^ 4 - ∑ j, ‖u j‖ ^ 4) := by
      simp only [dotProduct, Complex.re_sum]
      rw [← Finset.sum_sub_distrib, Finset.mul_sum]
      refine Finset.sum_congr rfl fun j _ => (site j).2.trans ?_
      ring
    rw [increment_overlap hH] at h0
    unfold energy
    linarith
```

The hypotheses are a Hermitian $H$, real $g$ and $\tau$ with $\tau\neq0$, and a pair $u,v$ that satisfies the step equation. The conclusion is $N(v)=N(u)$ and $E(v)=E(u)$.

For the norm, sum the first site balance:
$$0=\mathrm{Im}\,\langle m,Hm\rangle=\frac{N(v)-N(u)}{2\tau}.$$
Since $1/\tau\neq0$, the norms agree.

For the energy, put $r=\frac g2(|u_j|^2+|v_j|^2)$ into the second balance. The sum and difference of densities multiply to a difference of fourth powers, so summing over sites gives
$$\tfrac12\big(\langle v,Hv\rangle-\langle u,Hu\rangle\big)=-\frac g4\sum_j\left(|v_j|^4-|u_j|^4\right).$$
Multiplying by 2 and rearranging gives $E(v)=E(u)$. In the code, `site` holds both balances for every site, each `h0` is one of the summed equations, and `linarith` does the final rearrangement.

```lean
/-- Along a sequence of nonlinear Crank-Nicolson steps with one Hermitian `H` and nonzero time steps
that may vary, the squared norm and the energy keep their initial values. -/
theorem trajectory_conserves {H : Matrix n n ℂ} (hH : H.IsHermitian) {g : ℝ} {τ : ℕ → ℝ}
    (hτ : ∀ k, τ k ≠ 0) {ψ : ℕ → n → ℂ} (h : ∀ k, IsStep H g (τ k) (ψ k) (ψ (k + 1)))
    (k : ℕ) : population (ψ k) = population (ψ 0) ∧ energy H g (ψ k) = energy H g (ψ 0) := by
  induction k with
  | zero => exact ⟨rfl, rfl⟩
  | succ k ih =>
    have hk := step_conserves hH (hτ k) (h k)
    exact ⟨hk.1.trans ih.1, hk.2.trans ih.2⟩
```

Let $\psi^k$ be the state after $k$ steps. If each step satisfies the equation with its own nonzero $\tau_k$ and the same $H$ and $g$, then $N(\psi^k)=N(\psi^0)$ and $E(\psi^k)=E(\psi^0)$. The proof is by induction on $k$, adding one step at a time.

```lean
/-- A nonlinear Crank-Nicolson step from `u` to `v` is also a step from `v` to `u` with the opposite
time step. -/
theorem step_reversible {H : Matrix n n ℂ} {g τ : ℝ} {u v : n → ℂ} (h : IsStep H g τ u v) :
    IsStep H g (-τ) v u := by
  have hm : mean v u = mean u v := by
    ext j
    simp only [mean, add_comm]
  intro j
  have hj := h j
  rw [hm, Complex.ofReal_neg, div_neg]
  push_cast at hj ⊢
  linear_combination hj
```

Exchanging $u$ and $v$ leaves the mean and the averaged density unchanged. The left side changes sign once from $v-u$ and once from $\tau\to-\tau$, so the equation still holds. Hermiticity is not needed here.

## Two explicit steps on two sites

```lean
/-- An explicit interacting two-site step with Hermitian `H` that moves the whole population
from the first site to the second. -/
theorem step_witness :
    (!![0, 5 / 2; 5 / 2, 0] : Matrix (Fin 2) (Fin 2) ℂ).IsHermitian ∧
    IsStep !![0, 5 / 2; 5 / 2, 0] 3 1 ![1, 0] ![0, -(3 / 5) - (4 / 5) * Complex.I] := by
  constructor
  · exact Matrix.IsHermitian.ext fun i j => by fin_cases i <;> fin_cases j <;> simp
  · unfold IsStep
    rw [Fin.forall_fin_two]
    simp only [mean, Complex.sq_norm, Complex.normSq_apply, mulVec, dotProduct,
      Fin.sum_univ_two]
    constructor <;> apply Complex.ext <;> simp <;> norm_num
```

With hopping $5/2$, $g=3$ and $\tau=1$, the state $(1,0)$ goes to $(0,-\tfrac35-\tfrac45 i)$. The new amplitude has modulus 1, so the whole population has changed sites. On the first site, for example, the left side is $-i$ and the right side is $(-\tfrac34-i)+\tfrac34$.

```lean
/-- The implicit midpoint equation does not conserve the energy in general: here is a two-site
step with Hermitian `H` whose initial and final energies differ. -/
theorem midpoint_energy_drift :
    (!![-16, 1; 1, -4] : Matrix (Fin 2) (Fin 2) ℂ).IsHermitian ∧
    IsMidpointStep !![-16, 1; 1, -4] 25 1 ![1, 0] ![3 / 5, -(4 / 5) * Complex.I] ∧
    energy !![-16, 1; 1, -4] 25 ![3 / 5, -(4 / 5) * Complex.I] ≠
      energy !![-16, 1; 1, -4] 25 ![1, 0] := by
  have n4 : ∀ z : ℂ, ‖z‖ ^ 4 = (z.re * z.re + z.im * z.im) ^ 2 := fun z => by
    rw [← Complex.normSq_apply, ← Complex.sq_norm]
    ring
  refine ⟨?_, ?_, ?_⟩
  · exact Matrix.IsHermitian.ext fun i j => by fin_cases i <;> fin_cases j <;> simp
  · unfold IsMidpointStep
    rw [Fin.forall_fin_two]
    simp only [mean, Complex.sq_norm, Complex.normSq_apply, mulVec, dotProduct,
      Fin.sum_univ_two]
    constructor <;> apply Complex.ext <;> simp <;> norm_num
  · -- the energies are -79/50 after and -7/2 before the step
    simp only [energy, n4, mulVec, dotProduct, Fin.sum_univ_two]
    simp
    norm_num

end

end NonlinearCrankNicolson
```

For the midpoint equation, take on-site energies $-16$ and $-4$, hopping $1$, $g=25$ and $\tau=1$. The state $(1,0)$ can then go to $(\tfrac35,-\tfrac45 i)$. Both states have norm 1, but the energy changes from $-\tfrac72$ to $-\tfrac{79}{50}$. Replacing the averaged density by the density of the mean can therefore spoil energy conservation, even with a Hermitian matrix and an exactly solved step.

```lean
#print axioms NonlinearCrankNicolson.step_conserves
#print axioms NonlinearCrankNicolson.trajectory_conserves
#print axioms NonlinearCrankNicolson.step_reversible
#print axioms NonlinearCrankNicolson.midpoint_energy_drift
```

```
'NonlinearCrankNicolson.step_conserves' depends on axioms: [propext, Classical.choice, Quot.sound]
'NonlinearCrankNicolson.trajectory_conserves' depends on axioms: [propext, Classical.choice, Quot.sound]
'NonlinearCrankNicolson.step_reversible' depends on axioms: [propext, Classical.choice, Quot.sound]
'NonlinearCrankNicolson.midpoint_energy_drift' depends on axioms: [propext, Classical.choice, Quot.sound]
```
